# At a two-state ghost–valence crossing, the lower level's force constant tends to minus infinity as the coupling vanishes

Let $x$ be a real structural coordinate, such as a displacement along a phonon mode, with the crossing at $x=0$. In an orthonormal basis of two states, the Hamiltonian is

$$H(x)=\begin{pmatrix} a x & t\\ t & 0\end{pmatrix}.$$

The first state is a ghost, a spurious level of the kind that a separable pseudopotential can introduce. Its energy moves with slope $a$. The second is a valence state, whose energy is the zero of the scale. The real coupling $t\neq 0$ doesn't depend on $x$. The lower eigenvalue is $E(x)$, and its force constant is $E''(0)$, the contribution per electron in that level. We write $s(x)=\sqrt{(ax)^2+4t^2}$, which is positive.

## The curvature at the crossing

The claim is that $E$ is differentiable everywhere and that

$$E''(0)=-\frac{a^2}{4|t|}.$$

Suppose that $H(x)v=\lambda v$ with $v=(v_0,v_1)\neq 0$. The two rows read

$$a x\,v_0+t\,v_1=\lambda v_0,\qquad t\,v_0=\lambda v_1.$$

Multiplying the first row by $\lambda$ and using the second gives $(\lambda^2-ax\lambda-t^2)v_0=0$. Multiplying the first by $t$ instead gives the same equation for $v_1$. One component is nonzero, so

$$\lambda^2-ax\lambda-t^2=0,\qquad\text{or}\qquad (ax-2\lambda)^2=s^2.$$

Hence $\lambda\geq (ax-s)/2$. This bound is itself a level: with $\lambda=(ax-s)/2$, the vector $(\lambda,t)$ satisfies both rows and is nonzero because $t\neq0$. Its normalised form is $(\lambda,t)/\sqrt{\lambda^2+t^2}$; at the crossing $\lambda=-|t|$, and each basis state has weight $1/2$. Therefore $E=(ax-s)/2$.

Since $s'=a^2x/s$,

$$E'=\frac12\left(a-\frac{a^2x}{s}\right),$$

$$E''=-\frac{a^2}{2}\,\frac{s-xs'}{s^2}=-\frac{a^2}{2}\,\frac{s^2-a^2x^2}{s^3}=-\frac{2a^2t^2}{s^3}.$$

At $x=0$ we have $s=2|t|$, so $E''(0)=-2a^2t^2/(8|t|^3)=-a^2/(4|t|)$.

## The coupling at which the total force constant changes sign

Let the lower level hold $n$ electrons and the upper level none. Let $W(x)$ be the rest of the energy, with $W''(0)=k>0$: without the curvature of this level, the structure would be stiff along $x$. The total force constant is

$$k-\frac{n a^2}{4|t|},$$

which is negative exactly when $|t|<na^2/(4k)$. For two electrons the threshold is $a^2/(2k)$.

In a phonon calculation, a ghost could in this way produce a spurious imaginary frequency, as far as two isolated levels with linear motion and constant coupling describe the crossing. The sign of the curvature decides stability only at a stationary point, which here requires $W'(0)=-na/2$.

## The Hamiltonian and its levels in Lean

```lean
import Mathlib

open Matrix

namespace GhostValenceCrossing

noncomputable section
```

The matrix is entered as above, with indices 0 and 1 for the ghost and the valence state.

```lean
/-- Two-state Hamiltonian at structural coordinate `x`: one level moves as `a * x`, the other
stays at zero energy, and `t` couples them. -/
def hamiltonian (a t x : ℝ) : Matrix (Fin 2) (Fin 2) ℝ := !![a * x, t; t, 0]
```

A level is a real number with a nonzero real eigenvector. The definition contains no eigenvalue formula.

```lean
/-- The energy levels of a real two-state Hamiltonian: its eigenvalues. -/
def levels (M : Matrix (Fin 2) (Fin 2) ℝ) : Set ℝ :=
  {E | ∃ v : Fin 2 → ℝ, v ≠ 0 ∧ M *ᵥ v = E • v}
```

The next two definitions are $s(x)$ and the candidate $(ax-s)/2$.

```lean
/-- The square root `√((a x)² + 4 t²)` that enters the level formula. -/
def splitting (a t x : ℝ) : ℝ := √((a * x) ^ 2 + 4 * t ^ 2)

/-- The lower branch `(a x - √((a x)² + 4 t²)) / 2`. -/
def lowerLevel (a t x : ℝ) : ℝ := (a * x - splitting a t x) / 2
```

Two lemmas record that $s>0$ for nonzero coupling and that $s^2=(ax)^2+4t^2$.

```lean
lemma splitting_pos (a x : ℝ) {t : ℝ} (ht : t ≠ 0) : 0 < splitting a t x :=
  Real.sqrt_pos.mpr (by positivity)

lemma splitting_sq (a t x : ℝ) : splitting a t x ^ 2 = (a * x) ^ 2 + 4 * t ^ 2 :=
  Real.sq_sqrt (by positivity)
```

## The lower branch is the least eigenvalue

`IsLeast` requires that the candidate belongs to the set of levels and that no level lies below it. For membership, `quad` is the characteristic equation of the candidate, and the eigenvector is the unnormalised $(\lambda,t)$. For the bound, `h0` and `h1` are the two rows, `p0` and `p1` are the results of the elimination, and `hc` is the characteristic equation for an arbitrary level. `Real.abs_le_sqrt` then turns the completed square into $|ax-2\lambda|\leq s$.

```lean
/-- For nonzero coupling, the lower branch is the least eigenvalue of the Hamiltonian. -/
theorem lowerLevel_isLeast (a x : ℝ) {t : ℝ} (ht : t ≠ 0) :
    IsLeast (levels (hamiltonian a t x)) (lowerLevel a t x) := by
  have quad : lowerLevel a t x ^ 2 = a * x * lowerLevel a t x + t ^ 2 := by
    unfold lowerLevel
    linear_combination splitting_sq a t x / 4
  constructor
  · -- the vector (E, t) is an eigenvector
    refine ⟨![lowerLevel a t x, t], fun h => ht (by simpa using congrFun h 1), ?_⟩
    funext i
    fin_cases i
    · simp [hamiltonian, Matrix.mulVec, dotProduct, Fin.sum_univ_two]
      linear_combination -quad
    · simp [hamiltonian, Matrix.mulVec, dotProduct, Fin.sum_univ_two, mul_comm]
  · rintro E ⟨v, hv, h⟩
    have h0 : a * x * v 0 + t * v 1 = E * v 0 := by
      simpa [hamiltonian, Matrix.mulVec, dotProduct, Fin.sum_univ_two] using congrFun h 0
    have h1 : t * v 0 = E * v 1 := by
      simpa [hamiltonian, Matrix.mulVec, dotProduct, Fin.sum_univ_two] using congrFun h 1
    have p0 : (E ^ 2 - a * x * E - t ^ 2) * v 0 = 0 := by
      linear_combination -E * h0 - t * h1
    have p1 : (E ^ 2 - a * x * E - t ^ 2) * v 1 = 0 := by
      linear_combination (-E + a * x) * h1 - t * h0
    -- every level solves the characteristic equation
    have hc : E ^ 2 - a * x * E - t ^ 2 = 0 := by
      by_contra hne
      apply hv
      funext i
      fin_cases i
      · exact (mul_eq_zero.mp p0).resolve_left hne
      · exact (mul_eq_zero.mp p1).resolve_left hne
    have hb : |a * x - 2 * E| ≤ splitting a t x := Real.abs_le_sqrt (by nlinarith [hc])
    show (a * x - splitting a t x) / 2 ≤ E
    linarith [le_abs_self (a * x - 2 * E)]
```

## Slope and curvature at every structure

The derivative of $s$ follows from the chain rule for the square root, whose argument is nonzero because $t\neq0$.

```lean
lemma hasDerivAt_linear (a x : ℝ) : HasDerivAt (fun y : ℝ => a * y) a x := by
  simpa using (hasDerivAt_id' x).const_mul a

lemma hasDerivAt_splitting (a x : ℝ) {t : ℝ} (ht : t ≠ 0) :
    HasDerivAt (splitting a t) (a ^ 2 * x / splitting a t x) x := by
  have h0 : HasDerivAt (fun y : ℝ => (a * y) ^ 2 + 4 * t ^ 2) (2 * (a ^ 2 * x)) x := by
    have e : (fun y : ℝ => (a * y) ^ 2 + 4 * t ^ 2)
        = fun y => a * y * (a * y) + 4 * t ^ 2 := by
      funext y
      ring
    rw [e]
    exact (((hasDerivAt_linear a x).fun_mul (hasDerivAt_linear a x)).add_const
      (4 * t ^ 2)).congr_deriv (by ring)
  have hp : (a * x) ^ 2 + 4 * t ^ 2 ≠ 0 := by positivity
  exact (h0.sqrt hp).congr_deriv (mul_div_mul_left _ _ two_ne_zero)
```

The slope of the level is then the derivative of a difference, divided by 2.

```lean
/-- Slope of the lower level at any structure `x`, for nonzero coupling. -/
theorem hasDerivAt_lowerLevel (a x : ℝ) {t : ℝ} (ht : t ≠ 0) :
    HasDerivAt (lowerLevel a t) ((a - a ^ 2 * x / splitting a t x) / 2) x :=
  ((hasDerivAt_linear a x).fun_sub (hasDerivAt_splitting a x ht)).div_const 2
```

For the curvature, `e` replaces the derivative by its formula at all points, and the quotient rule is applied to $a^2x/s$. To simplify the result, `ht2` expresses $t^2$ through $s^2$ and $(ax)^2$, after which `field_simp` and `ring` finish the algebra.

```lean
/-- Curvature of the lower level at any structure `x`, for nonzero coupling:
`-2 a² t² / ((a x)² + 4 t²)^(3/2)`. -/
theorem curvature_lowerLevel (a x : ℝ) {t : ℝ} (ht : t ≠ 0) :
    HasDerivAt (deriv (lowerLevel a t)) (-(2 * a ^ 2 * t ^ 2 / splitting a t x ^ 3)) x := by
  have e : deriv (lowerLevel a t) = fun y => (a - a ^ 2 * y / splitting a t y) / 2 :=
    funext fun y => (hasDerivAt_lowerLevel a y ht).deriv
  have hs : splitting a t x ≠ 0 := (splitting_pos a x ht).ne'
  rw [e]
  refine ((((hasDerivAt_linear (a ^ 2) x).fun_div (hasDerivAt_splitting a x ht)
    hs).const_sub a).div_const 2).congr_deriv ?_
  -- eliminate the coupling in favour of the square root
  have ht2 : t ^ 2 = (splitting a t x ^ 2 - (a * x) ^ 2) / 4 := by
    linear_combination -splitting_sq a t x / 4
  rw [ht2]
  field_simp
  ring
```

## The force constant for any function that gives the least level

The main theorem takes an arbitrary function `E` and assumes only that `E x` is the least level at each `x`. It concludes that `E` is differentiable everywhere and that its derivative has derivative $-a^2/(4|t|)$ at 0. The slope $a$ may be zero, in which case the force constant vanishes. The coupling must be nonzero: for $t=0$ and $a\neq0$ the lower level is $\min(ax,0)$, which has a kink at the crossing.

Least elements are unique, so `E` equals `lowerLevel a t`. The proof then evaluates the general curvature at $s(0)=2|t|$.

```lean
/-- Force constant of the lower level at the crossing: if `E x` is the least eigenvalue at every
`x` and the coupling `t` is nonzero, `E` is differentiable and `E''(0) = -a² / (4 |t|)`. -/
theorem ghost_force_constant {a t : ℝ} (ht : t ≠ 0) {E : ℝ → ℝ}
    (hE : ∀ x, IsLeast (levels (hamiltonian a t x)) (E x)) :
    Differentiable ℝ E ∧ HasDerivAt (deriv E) (-(a ^ 2 / (4 * |t|))) 0 := by
  have e : E = lowerLevel a t := funext fun x => (hE x).unique (lowerLevel_isLeast a x ht)
  subst e
  refine ⟨fun x => (hasDerivAt_lowerLevel a x ht).differentiableAt,
    (curvature_lowerLevel a 0 ht).congr_deriv ?_⟩
  have h0 : splitting a t 0 = 2 * |t| := by
    unfold splitting
    rw [show (a * 0) ^ 2 + 4 * t ^ 2 = (2 * t) ^ 2 by ring, Real.sqrt_sq_eq_abs, abs_mul,
      abs_two]
  have hp : |t| ≠ 0 := abs_ne_zero.mpr ht
  rw [h0, ← sq_abs t]
  field_simp
  ring
```

## Weak coupling and the threshold

For $a\neq0$ and any bound $K$, there is a $\delta>0$ such that every nonzero coupling with $|t|<\delta$ gives a force constant below $-K$. The proof takes $\delta=a^2/(4(|K|+1))$, which makes $a^2/(4|t|)$ larger than $|K|+1$.

```lean
/-- If the moving level has nonzero slope `a`, then for each real `K` there is a `δ > 0` such that
every nonzero coupling with `|t| < δ` makes the force constant of the lower level at the crossing
less than `-K`. -/
theorem force_constant_unbounded {a : ℝ} (ha : a ≠ 0) (K : ℝ) :
    ∃ δ > 0, ∀ t : ℝ, t ≠ 0 → |t| < δ → deriv (deriv (lowerLevel a t)) 0 < -K := by
  refine ⟨a ^ 2 / (4 * (|K| + 1)), by positivity, fun t ht hlt => ?_⟩
  have hp : 0 < |t| := abs_pos.mpr ht
  rw [(ghost_force_constant ht fun x => lowerLevel_isLeast a x ht).2.deriv, neg_lt_neg_iff,
    lt_div_iff₀ (by positivity)]
  rw [lt_div_iff₀ (by positivity)] at hlt
  nlinarith [mul_le_mul_of_nonneg_right (le_abs_self K) hp.le]
```

The last theorem is the threshold. `W` is differentiable everywhere, and its derivative has derivative `k` at 0. The value of `k` is an input, so any dependence of the remaining energy on the ghost has to be contained in it. The occupation `n` is an arbitrary real number; physically it lies between 0 and 2 for a spatial orbital. The proof differentiates the sum twice, term by term, and multiplies the inequality by the positive quantities $4|t|$ and $4k$ to compare $4k|t|$ with $na^2$.

```lean
/-- Let the lower level hold `n` electrons and let the remaining energy `W` be differentiable
everywhere, with force constant `k > 0` at the crossing. For nonzero coupling the total force
constant there is negative exactly when `|t| < n a² / (4 k)`. -/
theorem ghost_instability_iff {a t k : ℝ} (n : ℝ) (ht : t ≠ 0) (hk : 0 < k) {E W : ℝ → ℝ}
    (hE : ∀ x, IsLeast (levels (hamiltonian a t x)) (E x))
    (hW : Differentiable ℝ W) (hWk : HasDerivAt (deriv W) k 0) :
    deriv (deriv fun x => W x + n * E x) 0 < 0 ↔ |t| < n * a ^ 2 / (4 * k) := by
  obtain ⟨hd, h2⟩ := ghost_force_constant ht hE
  have e : (deriv fun x => W x + n * E x) = fun x => deriv W x + n * deriv E x :=
    funext fun x => ((hW x).hasDerivAt.fun_add ((hd x).hasDerivAt.const_mul n)).deriv
  have hp : 0 < |t| := abs_pos.mpr ht
  have key : k < n * a ^ 2 / (4 * |t|) ↔ k * (4 * |t|) < n * a ^ 2 :=
    lt_div_iff₀ (by positivity)
  have hv : k + n * -(a ^ 2 / (4 * |t|)) = k - n * a ^ 2 / (4 * |t|) := by ring
  rw [e, (hWk.fun_add (h2.const_mul n)).deriv, hv, sub_neg, key,
    lt_div_iff₀ (by positivity)]
  -- both sides now compare `4 k |t|` with `n a²`
  constructor <;> intro h <;> linarith

end

end GhostValenceCrossing
```

```lean
#print axioms GhostValenceCrossing.ghost_force_constant
#print axioms GhostValenceCrossing.force_constant_unbounded
#print axioms GhostValenceCrossing.ghost_instability_iff
```

```
'GhostValenceCrossing.ghost_force_constant' depends on axioms: [propext, Classical.choice, Quot.sound]
'GhostValenceCrossing.force_constant_unbounded' depends on axioms: [propext, Classical.choice, Quot.sound]
'GhostValenceCrossing.ghost_instability_iff' depends on axioms: [propext, Classical.choice, Quot.sound]
```
